# Even vacuum moments of the N-level oscillator displacement a + aᵀ are Gaussian below order 2N and short by N! at order 2N

## The truncated oscillator and its conventions

Keep the lowest $N\ge 1$ levels of a harmonic oscillator, numbered $0,1,\dots,N-1$, with level $0$ the vacuum. The lowering matrix $a$ is real and has the entries $a_{n,n+1}=\sqrt{n+1}$ just above the diagonal and zeros elsewhere. The displacement is

$$X=a+a^{T}.$$

It is dimensionless: for an oscillator of mass $M$ and angular frequency $\omega$, the physical coordinate restricted to the retained levels is $\sqrt{\hbar/2M\omega}\,X$. The moment of order $2k$ is the vacuum entry $(X^{2k})_{00}$, and the reference value is

$$G_k=\frac{(2k)!}{2^k\,k!},$$

the moment of order $2k$ of a Gaussian variable with mean zero and unit variance. The claim is

$$(X^{2k})_{00}=G_k\quad\text{for } k<N,\qquad (X^{2N})_{00}=G_N-N!.$$

Moreover, equality with $G_k$ fails for every $k\ge N$.

In the Holstein model of electron-phonon coupling, the electron density on a site couples linearly to the displacement $X$ of a local oscillator. For a single mode, the result tells how many even vacuum moments of the displacement are reproduced by powers of its truncated matrix $X$; it does not bound the error of energies or of dynamics under a full Hamiltonian.

## Counting the amplitude lost at the cutoff

**Removing the square roots.** Define $w(m,n)=\sqrt{n!}\,(X^m)_{n0}$ for $n<N$, and $w(m,n)=0$ for $n\ge N$. Matrix multiplication gives

$$(X^{m+1})_{n0}=\sqrt{n+1}\,(X^m)_{n+1,0}+\sqrt n\,(X^m)_{n-1,0},$$

where a term that refers to a missing level is absent. Multiplying by $\sqrt{n!}$ yields, for $n<N$,

$$w(m+1,n)=w(m,n+1)+n\,w(m,n-1).$$

The starting values are $w(0,0)=1$ and $w(0,n)=0$ for $n>0$. Let $W(m,n)$ obey the same recursion and starting values with all levels kept.

**Solving the full recursion.** Each step changes the level by one, so $W(m,n)=0$ for $m<n$. For $m=n+2j$ the solution is

$$W(m,n)=\frac{m!}{2^j\,j!}.$$

This holds at $m=0$. Suppose it holds at $m$, and let $m+1=n+2j$. If $j\ge1$, the two terms of the recursion are

$$W(m,n+1)=\frac{m!}{2^{j-1}(j-1)!}=2j\,\frac{m!}{2^j j!},\qquad n\,W(m,n-1)=n\,\frac{m!}{2^j j!}.$$

The second vanishes on both sides when $n=0$. Their sum is $(n+2j)\,m!/(2^j j!)=(m+1)!/(2^j j!)$. If $j=0$, then $n=m+1$, the first term vanishes, and the second is $(m+1)\,m!=(m+1)!$. In particular $W(2k,0)=G_k$.

**Locating the deficit.** For $n\le N$,

$$w(m,n)=\begin{cases}W(m,n), & m+n<2N,\\ W(m,n)-N!, & m+n=2N.\end{cases}$$

The proof is by induction on $m$. At $m=0$ the starting values agree, and $n=2N$ is impossible. For the step to $m+1$, first take $n<N$. The neighbour $(m,n+1)$ has the same sum of indices as $(m+1,n)$, while $(m,n-1)$ has a sum smaller by two. The first therefore passes on any deficit with coefficient one, and the second contributes none. Now take $n=N$, where $w(m+1,N)=0$. If $m+1<N$, the full amplitude is zero too. If $m+1=N$, it is $N!$, and this is the deficit.

Setting $n=0$ and $m=2k$ proves both formulas. In terms of paths, the only one of length $2N$ from the vacuum back to itself that visits level $N$ climbs straight up and comes straight down; its weight is $(\sqrt1\sqrt2\cdots\sqrt N)^2=N!$.

**Persistence.** The same recursion gives $0\le w\le W$ by induction. If $w(2k,0)<W(2k,0)$, then

$$w(2k+2,0)=w(2k+1,1)\le w(2k,2)+w(2k,0)<W(2k,2)+W(2k,0)=W(2k+2,0).$$

The deficit at $k=N$ therefore never heals.

**Three levels.** For $N=3$, with basis vectors $e_0,e_1,e_2$,

$$Xe_0=e_1,\qquad X^2e_0=e_0+\sqrt2\,e_2,\qquad X^3e_0=3e_1.$$

As $X$ is symmetric, $(X^{2k})_{00}$ is the squared length of $X^ke_0$. The moments of orders $0,2,4,6$ are $1,1,3,9$. The Gaussian values are $1,1,3,15$, and indeed $15-3!=9$.

## The matrices and recursions in Lean

```lean
import Mathlib

open Matrix Finset
open scoped Nat

namespace TruncatedDisplacementMoments

noncomputable section
```

The type `Fin N` indexes the retained levels, so the matrices are genuinely finite. In `lowering`, `i` is the row and `j` the column.

```lean
/-- The lowering matrix of an oscillator restricted to its lowest `N` levels. -/
def lowering (N : ℕ) : Matrix (Fin N) (Fin N) ℝ :=
  Matrix.of fun i j => if (j : ℕ) = (i : ℕ) + 1 then √((j : ℕ) : ℝ) else 0

/-- The truncated displacement `a + aᵀ`. -/
def displacement (N : ℕ) : Matrix (Fin N) (Fin N) ℝ :=
  lowering N + (lowering N)ᵀ
```

The reference moment is defined by its formula; no Gaussian integral and no operator on the infinite oscillator space enters.

```lean
/-- The Gaussian moment `(2k)! / (2^k k!)`. -/
def gaussianMoment (k : ℕ) : ℝ := ((2 * k)! : ℝ) / (2 ^ k * (k ! : ℝ))
```

The functions `fullAmp` and `cutAmp N` are $W$ and $w$. Subtraction of natural numbers gives `0 - 1 = 0`, which is harmless here because that term carries the factor `n = 0`.

```lean
/-- Rescaled amplitude for reaching level `n` from the vacuum after `m` displacements,
with all oscillator levels kept. -/
def fullAmp : ℕ → ℕ → ℝ
  | 0, n => if n = 0 then 1 else 0
  | m + 1, n => fullAmp m (n + 1) + (n : ℝ) * fullAmp m (n - 1)

/-- The same rescaled amplitude when only the levels below `N` are kept. -/
def cutAmp (N : ℕ) : ℕ → ℕ → ℝ
  | 0, n => if n = 0 then 1 else 0
  | m + 1, n => if n < N then cutAmp N m (n + 1) + (n : ℝ) * cutAmp N m (n - 1) else 0
```

The cutoff sets every amplitude at level $N$ or above to zero.

```lean
/-- Levels at or above the cutoff carry no amplitude. -/
theorem cutAmp_above {N : ℕ} (hN : 0 < N) (m n : ℕ) (h : N ≤ n) : cutAmp N m n = 0 := by
  cases m with
  | zero => rw [cutAmp, if_neg (by omega)]
  | succ m => rw [cutAmp, if_neg (by omega)]
```

## From matrix powers to amplitudes

The next lemma is the removal of square roots, for any rescaled amplitudes `g` that vanish from level $N$ upwards. Inside it, `up` and `down` isolate the two neighbours of level `i`. At the top retained level, the hypothesis `hg` makes the contribution from above vanish.

```lean
/-- One application of the truncated displacement to a state with rescaled amplitudes `g`
feeds level `i` from its two neighbours. -/
theorem displacement_step (N : ℕ) (g : ℕ → ℝ) (hg : ∀ n, N ≤ n → g n = 0) (i : Fin N) :
    ∑ j : Fin N, displacement N i j * (g (j : ℕ) / √(((j : ℕ)! : ℕ) : ℝ)) =
      (g ((i : ℕ) + 1) + ((i : ℕ) : ℝ) * g ((i : ℕ) - 1)) / √(((i : ℕ)! : ℕ) : ℝ) := by
  have h1 : ∀ n : ℕ, √(((n + 1)! : ℕ) : ℝ) = √((n : ℝ) + 1) * √((n ! : ℕ) : ℝ) := by
    intro n
    rw [Nat.factorial_succ, Nat.cast_mul, Nat.cast_add, Nat.cast_one,
      Real.sqrt_mul (by positivity)]
  have hs : ∀ n : ℕ, √((n : ℝ) + 1) ≠ 0 := fun n => (Real.sqrt_pos.mpr (by positivity)).ne'
  have hf : ∀ n : ℕ, √((n ! : ℕ) : ℝ) ≠ 0 := fun n =>
    (Real.sqrt_pos.mpr (by exact_mod_cast n.factorial_pos)).ne'
  have key : ∀ s t c x : ℝ, s * s = c → s ≠ 0 → t ≠ 0 → s * (x / t) = c * x / (s * t) := by
    rintro s t _ x rfl hs ht
    field_simp
  have key' : ∀ s t x : ℝ, s ≠ 0 → t ≠ 0 → s * (x / (s * t)) = x / t := by
    intro s t x hs ht
    field_simp
  obtain ⟨i, hi⟩ := i
  have e : ∑ j : Fin N, displacement N ⟨i, hi⟩ j * (g (j : ℕ) / √(((j : ℕ)! : ℕ) : ℝ)) =
      ∑ j ∈ range N, ((if j = i + 1 then √(j : ℝ) else 0) +
        (if i = j + 1 then √(i : ℝ) else 0)) * (g j / √((j ! : ℕ) : ℝ)) := by
    rw [Finset.sum_range]
    refine Finset.sum_congr rfl fun j _ => ?_
    simp [displacement, lowering]
  -- the contribution of the level above
  have up : ∑ j ∈ range N, (if j = i + 1 then √(j : ℝ) else 0) * (g j / √((j ! : ℕ) : ℝ)) =
      g (i + 1) / √((i ! : ℕ) : ℝ) := by
    rw [Finset.sum_eq_single (i + 1)]
    · rw [if_pos rfl, h1 i, Nat.cast_add, Nat.cast_one]
      exact key' _ _ _ (hs i) (hf i)
    · intro b _ hb
      rw [if_neg hb, zero_mul]
    · intro h
      rw [hg (i + 1) (not_lt.mp fun h' => h (Finset.mem_range.mpr h'))]
      simp
  -- the contribution of the level below
  have down : ∑ j ∈ range N, (if i = j + 1 then √(i : ℝ) else 0) * (g j / √((j ! : ℕ) : ℝ)) =
      (i : ℝ) * g (i - 1) / √((i ! : ℕ) : ℝ) := by
    cases i with
    | zero => simp
    | succ i =>
      rw [Finset.sum_eq_single i]
      · rw [if_pos rfl, h1 i, Nat.cast_add, Nat.cast_one]
        exact key _ _ _ _ (Real.mul_self_sqrt (by positivity)) (hs i) (hf i)
      · intro b _ hb
        rw [if_neg (by omega), zero_mul]
      · intro h
        exact absurd (Finset.mem_range.mpr (by omega)) h
  rw [e]
  simp only [add_mul, Finset.sum_add_distrib]
  rw [up, down, add_div]
```

Induction on the power then identifies the whole vacuum column. The zeroth power is the identity matrix, which matches the starting values; `pow_succ'` splits off one factor of $X$ on the left, and the preceding lemma supplies the recursion.

```lean
/-- The vacuum column of a power of the truncated displacement is given by the cut amplitudes. -/
theorem displacement_pow {N : ℕ} (hN : 0 < N) (m : ℕ) (i : Fin N) :
    (displacement N ^ m) i ⟨0, hN⟩ = cutAmp N m i / √(((i : ℕ)! : ℕ) : ℝ) := by
  induction m generalizing i with
  | zero =>
    by_cases h : (i : ℕ) = 0
    · have hi : i = ⟨0, hN⟩ := Fin.ext h
      rw [hi]
      simp [cutAmp]
    · simp [cutAmp, h, Fin.ext_iff]
  | succ m ih =>
    rw [pow_succ', Matrix.mul_apply]
    simp only [ih]
    rw [displacement_step N (cutAmp N m) (cutAmp_above hN m) i, cutAmp, if_pos i.isLt]
```

## The full solution and the cutoff error

These two lemmas solve the full recursion. The split on `j` in the second separates the straight climb, $j=0$, from the case in which both neighbours may contribute.

```lean
/-- Fewer than `n` displacements cannot reach level `n`. -/
theorem fullAmp_unreached (m n : ℕ) (h : m < n) : fullAmp m n = 0 := by
  induction m generalizing n with
  | zero => rw [fullAmp, if_neg (by omega)]
  | succ m ih => rw [fullAmp, ih (n + 1) (by omega), ih (n - 1) (by omega)]; simp

/-- Without a cutoff, the rescaled amplitude at level `n` after `n + 2j` displacements
is `(n + 2j)! / (2^j j!)`. -/
theorem fullAmp_closed (m n j : ℕ) (h : m = n + 2 * j) :
    fullAmp m n = (m ! : ℝ) / (2 ^ j * (j ! : ℝ)) := by
  induction m generalizing n j with
  | zero =>
    obtain rfl : n = 0 := by omega
    obtain rfl : j = 0 := by omega
    simp [fullAmp]
  | succ m ih =>
    rw [fullAmp, Nat.factorial_succ m]
    rcases j with _ | j
    · rw [fullAmp_unreached m (n + 1) (by omega), ih (n - 1) 0 (by omega)]
      obtain rfl : n = m + 1 := by omega
      simp
    · have hm : (m : ℝ) + 1 = n + 2 * (j + 1) := by exact_mod_cast h
      have hj : (j ! : ℝ) ≠ 0 := by exact_mod_cast j.factorial_ne_zero
      have hj' : (j : ℝ) + 1 ≠ 0 := by positivity
      have low : (n : ℝ) * fullAmp m (n - 1) =
          n * ((m ! : ℝ) / (2 ^ (j + 1) * ((j + 1)! : ℝ))) := by
        rcases n with _ | n
        · simp
        · rw [ih (n + 1 - 1) (j + 1) (by omega)]
      rw [low, ih (n + 1) j (by omega), Nat.factorial_succ j]
      simp only [Nat.cast_mul, Nat.cast_add, Nat.cast_one]
      rw [hm, pow_succ]
      field_simp
      ring
```

The deficit lemma proves its two cases together, because the step at $m+n=2N$ needs exact agreement for the lower neighbour. Its final branch is the first missing level, where $N!$ appears.

```lean
/-- For levels `n ≤ N`, the cutoff is invisible while `m + n < 2N`, and at `m + n = 2N` it removes
exactly `N!` from the rescaled amplitude. -/
theorem cutAmp_deficit {N : ℕ} (hN : 0 < N) (m n : ℕ) (hn : n ≤ N) :
    (m + n < 2 * N → cutAmp N m n = fullAmp m n) ∧
      (m + n = 2 * N → cutAmp N m n = fullAmp m n - (N ! : ℝ)) := by
  induction m generalizing n with
  | zero => exact ⟨fun _ => by rw [cutAmp, fullAmp], fun h => by omega⟩
  | succ m ih =>
    rcases Nat.lt_or_ge n N with h | h
    · rw [cutAmp, if_pos h, fullAmp]
      constructor
      · intro hm
        rw [(ih (n + 1) h).1 (by omega), (ih (n - 1) (by omega)).1 (by omega)]
      · intro hm
        rw [(ih (n + 1) h).2 (by omega), (ih (n - 1) (by omega)).1 (by omega)]
        ring
    · -- the first missing level, which the full amplitude first reaches at step `N`
      obtain rfl : n = N := le_antisymm hn h
      rw [cutAmp_above hN _ _ le_rfl]
      constructor
      · intro hm
        rw [fullAmp_unreached _ _ (by omega)]
      · intro hm
        rw [fullAmp_closed (m + 1) n 0 (by omega), show m + 1 = n by omega]
        simp
```

The bounds $0\le w\le W$ follow from the nonnegative coefficients of the recursion.

```lean
/-- Cut amplitudes are nonnegative and never exceed the full ones. -/
theorem cutAmp_le (N m n : ℕ) : 0 ≤ cutAmp N m n ∧ cutAmp N m n ≤ fullAmp m n := by
  induction m generalizing n with
  | zero => rw [cutAmp, fullAmp]; split_ifs <;> norm_num
  | succ m ih =>
    have hn : (0 : ℝ) ≤ n := Nat.cast_nonneg n
    have a := mul_nonneg hn (ih (n - 1)).1
    have b := mul_le_mul_of_nonneg_left (ih (n - 1)).2 hn
    have c := ih (n + 1)
    rw [cutAmp, fullAmp]
    split_ifs <;> constructor <;> linarith [c.1, c.2]
```

## The moments and the exact range of agreement

The hypothesis `hN : 0 < N` ensures that a vacuum level exists, and `⟨0, hN⟩` is its index. The theorem states the Gaussian value for every `k < N` and the deficit $N!$ at `k = N`. Even $N=1$ is covered: $X$ is then the zero matrix, with moments $1$ at order zero and $1-1!=0$ at order two.

Both parts set the level to zero in the deficit lemma and insert the closed form of the full amplitude.

```lean
/-- **Truncated displacement moments.** With `N` levels kept, the vacuum moments of order `2k`
are Gaussian for all `k < N`, and the moment of order `2N` is too small by exactly `N!`. -/
theorem truncated_moments {N : ℕ} (hN : 0 < N) :
    (∀ k < N, (displacement N ^ (2 * k)) ⟨0, hN⟩ ⟨0, hN⟩ = gaussianMoment k) ∧
      (displacement N ^ (2 * N)) ⟨0, hN⟩ ⟨0, hN⟩ = gaussianMoment N - (N ! : ℝ) := by
  constructor
  · intro k hk
    rw [displacement_pow hN, (cutAmp_deficit hN (2 * k) 0 hN.le).1 (by omega),
      fullAmp_closed (2 * k) 0 k (by omega)]
    simp [gaussianMoment]
  · rw [displacement_pow hN, (cutAmp_deficit hN (2 * N) 0 hN.le).2 (by omega),
      fullAmp_closed (2 * N) 0 N (by omega)]
    simp [gaussianMoment]
```

The equivalence adds the converse. Its internal statement `strict` carries the strict inequality from $k$ to $k+1$ through the chain used for persistence, starting from the known deficit at $k=N$. The size of the deficit beyond $k=N$ is not computed here.

```lean
/-- The vacuum moment of order `2k` of the truncated displacement is Gaussian exactly
when `k < N`. -/
theorem moment_exact_iff {N : ℕ} (hN : 0 < N) (k : ℕ) :
    (displacement N ^ (2 * k)) ⟨0, hN⟩ ⟨0, hN⟩ = gaussianMoment k ↔ k < N := by
  refine ⟨fun h => ?_, (truncated_moments hN).1 k⟩
  by_contra hk
  -- from order `2N` on, the cut amplitude at level `0` is strictly below the full one
  have strict : ∀ k, N ≤ k → cutAmp N (2 * k) 0 < fullAmp (2 * k) 0 := by
    intro k hk
    induction k, hk using Nat.le_induction with
    | base =>
      have hpos : (0 : ℝ) < (N ! : ℝ) := by exact_mod_cast N.factorial_pos
      rw [(cutAmp_deficit hN (2 * N) 0 hN.le).2 (by omega)]
      linarith
    | succ k _ ih =>
      have c1 : cutAmp N (2 * k + 1 + 1) 0 = cutAmp N (2 * k + 1) 1 := by
        rw [cutAmp, if_pos hN, Nat.cast_zero, zero_mul, add_zero]
      have c2 : cutAmp N (2 * k + 1) 1 ≤ cutAmp N (2 * k) 2 + cutAmp N (2 * k) 0 := by
        rw [cutAmp, Nat.cast_one, one_mul]
        split_ifs
        · exact le_rfl
        · exact add_nonneg (cutAmp_le N _ _).1 (cutAmp_le N _ _).1
      have f1 : fullAmp (2 * k + 1 + 1) 0 = fullAmp (2 * k + 1) 1 := by
        rw [fullAmp, Nat.cast_zero, zero_mul, add_zero]
      have f2 : fullAmp (2 * k + 1) 1 = fullAmp (2 * k) 2 + fullAmp (2 * k) 0 := by
        rw [fullAmp, Nat.cast_one, one_mul]
      rw [show 2 * (k + 1) = 2 * k + 1 + 1 by ring, c1, f1, f2]
      linarith [(cutAmp_le N (2 * k) 2).2]
  have hlt := strict k (not_lt.mp hk)
  rw [fullAmp_closed (2 * k) 0 k (by omega)] at hlt
  rw [displacement_pow hN] at h
  have h' : cutAmp N (2 * k) 0 = gaussianMoment k := by simpa using h
  rw [h', gaussianMoment] at hlt
  exact lt_irrefl _ hlt
```

## Amplitudes at excited levels

The same argument gives the amplitude from the vacuum to any retained level $i$ after $i+2j$ displacements, provided that $i+j<N$. This condition is $m+n<2N$ with $m=i+2j$ and $n=i$, and the factor $1/\sqrt{i!}$ restores the normalised basis.

```lean
/-- For `i + j < N`, the truncated amplitude from the vacuum to level `i` after `i + 2j`
displacements is `(i + 2j)! / (2^j j! √(i!))`. -/
theorem truncated_amplitude {N : ℕ} (hN : 0 < N) (i : Fin N) (j : ℕ) (h : (i : ℕ) + j < N) :
    (displacement N ^ ((i : ℕ) + 2 * j)) i ⟨0, hN⟩ =
      (((i : ℕ) + 2 * j)! : ℝ) / (2 ^ j * (j ! : ℝ)) / √(((i : ℕ)! : ℕ) : ℝ) := by
  rw [displacement_pow hN, (cutAmp_deficit hN _ i i.isLt.le).1 (by omega),
    fullAmp_closed _ i j rfl]

end

end TruncatedDisplacementMoments
```

On the boundary $i+j=N$, combining `displacement_pow` with `cutAmp_deficit` shows that the amplitude is lower than this expression by $N!/\sqrt{i!}$. For $N=3$, $i=1$ and $j=2$, the expression gives $15$, while direct multiplication gives $(X^5)_{10}=9=15-3!$.

```lean
#print axioms TruncatedDisplacementMoments.truncated_moments
-- 'TruncatedDisplacementMoments.truncated_moments' depends on axioms: [propext, Classical.choice, Quot.sound]
#print axioms TruncatedDisplacementMoments.moment_exact_iff
-- 'TruncatedDisplacementMoments.moment_exact_iff' depends on axioms: [propext, Classical.choice, Quot.sound]
#print axioms TruncatedDisplacementMoments.truncated_amplitude
-- 'TruncatedDisplacementMoments.truncated_amplitude' depends on axioms: [propext, Classical.choice, Quot.sound]
```
